# A weakly coupled ghost level gives negative curvature at a symmetric two-level crossing

## The ghost as a second level

The ghost state is represented by one extra level in an orthonormal two-state basis, with a coupling that does not change along the distortion. In an ultrasoft pseudopotential calculation a ghost is an unphysical solution of a generalised eigenvalue problem. Here the overlap matrix is the identity, and the origin of the ghost is not modelled.

Let x be the distortion, measured from the crossing. The two uncoupled levels are

physical: k x²/2 + f x
ghost: k x²/2 − f x

The stiffness k > 0 is the restoring force constant, taken equal for both levels. The slope f measures how strongly the distortion separates them. The real number c couples them, and c ≠ 0 means that no symmetry forbids the mixing.

On its own, the physical level has curvature k everywhere and its minimum at x = −f/k. For f ≠ 0 the crossing is therefore not an equilibrium of the physical level. The coupling makes it a stationary point of the lower level, and a weak coupling gives that point negative curvature. If the lower level alone is taken as the total energy along x, a phonon calculation at the crossing would find an imaginary frequency for this coordinate. If both levels are equally occupied, the two half-gaps cancel in the sum and this instability is absent.

## The lower level and its curvature

The characteristic equation of the 2 × 2 matrix is

(k x²/2 + f x − E)(k x²/2 − f x − E) − c² = 0,

which is the same as

(E − k x²/2)² = (f x)² + c².

With the half-gap S(x) = √((f x)² + c²), the eigenvalues are k x²/2 ± S(x), and the lower one is

E₋(x) = k x²/2 − S(x).

For c ≠ 0 the square root never vanishes, so S′(x) = f² x/S(x) and

E₋′(x) = k x − f² x/S(x),
E₋″(x) = k − f² (S(x) − x S′(x))/S(x)².

At x = 0 we have S(0) = |c|, hence

E₋′(0) = 0 and E₋″(0) = k − f²/|c|.

Since k and |c| are positive, this curvature is negative exactly when k|c| < f², that is, when |c| < f²/k.

## Energies away from the crossing

The second derivative does not settle the marginal case |c| = f²/k, but a direct comparison does. Since E₋(0) = −|c|, the inequality E₋(x) < E₋(0) means |c| + k x²/2 < S(x). Both sides are non-negative, so they may be squared, and

S(x)² − (|c| + k x²/2)² = x² (f² − k|c| − k² x²/4).

A nonzero x therefore lowers the energy exactly when k² x²/4 < f² − k|c|. If f² > k|c|, every sufficiently small nonzero x does so; otherwise none does. The origin is thus a local minimum exactly when f²/k ≤ |c|.

For f ≠ 0, substitute x² = (S² − c²)/f² and complete the square:

E₋ = −(f²/(2k) + k c²/(2f²)) + (k/(2f²)) (S − f²/k)².

The first term is a lower bound, reached exactly when S = f²/k, or

x² = f²/k² − c²/f².

For |c| < f²/k this gives two distorted minima. They merge at the origin when |c| = f²/k, and for stronger coupling the bound is not reached.

## What happens at zero coupling

Take k = f = 1 and c = 0. The lower level is x²/2 − |x|, which has a kink at the origin and no second derivative there. The curvature result therefore needs a condition that excludes c = 0 at least when f ≠ 0. The comparison of energies and the lower bound remain valid at c = 0.

## Reading the Lean statements

`hamiltonian k f c x` is the real symmetric matrix, with the physical level at index 0 and the ghost at index 1. `halfGap` is S and `lowerLevel` is E₋. In `lowerLevel_isLeast`, `IsLeast` says that E₋(x) is an eigenvalue and that no eigenvalue lies below it; eigenvectors need only be nonzero, not normalised.

The main theorem, `ghost_induced_curvature`, has three parts: zero slope at the origin, the second derivative, and the condition for its sign. The second derivative is expressed by `HasDerivAt` applied to the function `deriv (lowerLevel k f c)`. The slope f may be zero, in which case the instability condition is never met.

The statements concern a single eigenvalue, not a total energy with occupations and electron interactions.

```lean
import Mathlib

open Matrix Filter Topology

namespace GhostLevelCrossing

/-- The physical level along the distortion `x`, with stiffness `k` and linear slope `f`. -/
noncomputable def physicalLevel (k f x : ℝ) : ℝ := k * x ^ 2 / 2 + f * x

/-- The ghost level, with the same stiffness and the opposite slope. -/
noncomputable def ghostLevel (k f x : ℝ) : ℝ := k * x ^ 2 / 2 - f * x

/-- The two-level Hamiltonian in which the real number `c` couples the physical level
to the ghost. -/
noncomputable def hamiltonian (k f c x : ℝ) : Matrix (Fin 2) (Fin 2) ℝ :=
  !![physicalLevel k f x, c; c, ghostLevel k f x]

/-- Half the distance between the two coupled levels. -/
noncomputable def halfGap (f c x : ℝ) : ℝ := √((f * x) ^ 2 + c ^ 2)

/-- The lower coupled level: the elastic energy minus half the gap. -/
noncomputable def lowerLevel (k f c x : ℝ) : ℝ := k * x ^ 2 / 2 - halfGap f c x

/-- A number `E` is an eigenvalue of the two-level Hamiltonian exactly when it solves the
characteristic equation. -/
theorem eigenvalue_iff (k f c x E : ℝ) :
    (∃ v : Fin 2 → ℝ, v ≠ 0 ∧ hamiltonian k f c x *ᵥ v = E • v) ↔
      (E - k * x ^ 2 / 2) ^ 2 = (f * x) ^ 2 + c ^ 2 := by
  -- an eigenvector is a null vector of the shifted matrix
  have key : ∀ v : Fin 2 → ℝ, hamiltonian k f c x *ᵥ v = E • v ↔
      !![physicalLevel k f x - E, c; c, ghostLevel k f x - E] *ᵥ v = 0 := by
    intro v
    simp [funext_iff, Fin.forall_fin_two, hamiltonian, dotProduct, Fin.sum_univ_two]
    constructor <;> rintro ⟨h1, h2⟩ <;> constructor <;> linarith
  simp only [key]
  rw [Matrix.exists_mulVec_eq_zero_iff, Matrix.det_fin_two_of]
  unfold physicalLevel ghostLevel
  constructor <;> intro h <;> linarith

/-- The lower level is the least eigenvalue of the two-level Hamiltonian. -/
theorem lowerLevel_isLeast (k f c x : ℝ) :
    IsLeast {E : ℝ | ∃ v : Fin 2 → ℝ, v ≠ 0 ∧ hamiltonian k f c x *ᵥ v = E • v}
      (lowerLevel k f c x) := by
  constructor
  · apply (eigenvalue_iff k f c x _).2
    have hS : halfGap f c x ^ 2 = (f * x) ^ 2 + c ^ 2 := Real.sq_sqrt (by positivity)
    unfold lowerLevel
    linear_combination hS
  · intro E hE
    have h := (abs_le.1 (Real.abs_le_sqrt ((eigenvalue_iff k f c x E).1 hE).le)).1
    unfold lowerLevel halfGap
    linarith

/-- The elastic energy `k x² / 2` has slope `k x`. -/
theorem hasDerivAt_elastic (k x : ℝ) :
    HasDerivAt (fun y : ℝ => k * y ^ 2 / 2) (k * x) x := by
  have h := (((hasDerivAt_id' x).fun_pow 2).const_mul k).div_const 2
  refine h.congr_deriv ?_
  rw [show (2 - 1 : ℕ) = 1 from rfl]
  push_cast
  ring

/-- Without the ghost, the physical level has curvature `k` at every distortion. -/
theorem physicalLevel_curvature (k f x : ℝ) :
    HasDerivAt (deriv (physicalLevel k f)) k x := by
  have hd : deriv (physicalLevel k f) = fun y => k * y + f * 1 := funext fun y =>
    ((hasDerivAt_elastic k y).fun_add ((hasDerivAt_id' y).const_mul f)).deriv
  rw [hd]
  exact (((hasDerivAt_id' x).const_mul k).add_const (f * 1)).congr_deriv (mul_one k)

/-- For nonzero coupling, half the gap is a differentiable function of the distortion,
with the slope given here. -/
theorem hasDerivAt_halfGap (f : ℝ) {c : ℝ} (hc : c ≠ 0) (x : ℝ) :
    HasDerivAt (halfGap f c) (f ^ 2 * x / halfGap f c x) x := by
  have hpos : 0 < (f * x) ^ 2 + c ^ 2 := by positivity
  have h1 : HasDerivAt (fun y : ℝ => (f * y) ^ 2 + c ^ 2) (2 * (f ^ 2 * x)) x := by
    have h := (((hasDerivAt_id' x).const_mul f).fun_pow 2).add_const (c ^ 2)
    refine h.congr_deriv ?_
    rw [show (2 - 1 : ℕ) = 1 from rfl]
    push_cast
    ring
  exact (h1.sqrt hpos.ne').congr_deriv (mul_div_mul_left _ _ two_ne_zero)

/-- For positive stiffness and nonzero coupling, the lower level is stationary at the crossing
and has curvature `k - f² / |c|` there, which is negative exactly when `|c| < f² / k`. -/
theorem ghost_induced_curvature {k c : ℝ} (f : ℝ) (hk : 0 < k) (hc : c ≠ 0) :
    deriv (lowerLevel k f c) 0 = 0 ∧
      HasDerivAt (deriv (lowerLevel k f c)) (k - f ^ 2 / |c|) 0 ∧
      (k - f ^ 2 / |c| < 0 ↔ |c| < f ^ 2 / k) := by
  have hd : deriv (lowerLevel k f c) = fun x => k * x - f ^ 2 * x / halfGap f c x :=
    funext fun x => ((hasDerivAt_elastic k x).fun_sub (hasDerivAt_halfGap f hc x)).deriv
  have h0 : halfGap f c 0 = |c| := by simp [halfGap, Real.sqrt_sq_eq_abs]
  have habs : 0 < |c| := abs_pos.mpr hc
  refine ⟨by rw [hd]; simp, ?_, ?_⟩
  · -- differentiate the slope once more, by the quotient rule
    rw [hd]
    have hne : halfGap f c 0 ≠ 0 := by rw [h0]; exact habs.ne'
    have h := ((hasDerivAt_id' (0 : ℝ)).const_mul k).fun_sub
      (((hasDerivAt_id' (0 : ℝ)).const_mul (f ^ 2)).fun_div (hasDerivAt_halfGap f hc 0) hne)
    refine h.congr_deriv ?_
    rw [h0]
    simp only [mul_zero, zero_div, mul_one, sub_zero]
    rw [pow_two |c|, mul_div_mul_right _ _ habs.ne']
  · rw [sub_lt_zero, lt_div_iff₀ habs, lt_div_iff₀ hk, mul_comm k |c|]

/-- For positive stiffness, a nonzero distortion `x` lowers the energy below its value at the
crossing exactly when `k² x² / 4 < f² - k |c|`. -/
theorem lowerLevel_lt_origin_iff {k x : ℝ} (f c : ℝ) (hk : 0 < k) (hx : x ≠ 0) :
    lowerLevel k f c x < lowerLevel k f c 0 ↔ k ^ 2 * x ^ 2 / 4 < f ^ 2 - k * |c| := by
  have h0 : lowerLevel k f c 0 = -|c| := by
    simp [lowerLevel, halfGap, Real.sqrt_sq_eq_abs]
  have e : lowerLevel k f c x < -|c| ↔ |c| + k * x ^ 2 / 2 < √((f * x) ^ 2 + c ^ 2) := by
    unfold lowerLevel halfGap
    constructor <;> intro h <;> linarith
  rw [h0, e, Real.lt_sqrt (by positivity)]
  have hx2 : 0 < x ^ 2 := by positivity
  -- the difference of the squares factorises
  have hfac : (f * x) ^ 2 + c ^ 2 - (|c| + k * x ^ 2 / 2) ^ 2 =
      x ^ 2 * (f ^ 2 - k * |c| - k ^ 2 * x ^ 2 / 4) := by
    linear_combination (-1) * sq_abs c
  constructor
  · intro h
    have h1 : 0 < x ^ 2 * (f ^ 2 - k * |c| - k ^ 2 * x ^ 2 / 4) := by linarith
    have h2 := (mul_pos_iff_of_pos_left hx2).1 h1
    linarith
  · intro h
    have h1 := mul_pos hx2 (sub_pos.2 h)
    linarith

/-- For positive stiffness, the undistorted structure is a local minimum of the lower level
exactly when the coupling satisfies `f² / k ≤ |c|`. -/
theorem origin_isLocalMin_iff {k : ℝ} (f c : ℝ) (hk : 0 < k) :
    IsLocalMin (lowerLevel k f c) 0 ↔ f ^ 2 / k ≤ |c| := by
  constructor
  · intro h
    by_contra hlt
    rw [not_le, lt_div_iff₀ hk] at hlt
    have h' : ∀ᶠ x in 𝓝 (0 : ℝ), lowerLevel k f c 0 ≤ lowerLevel k f c x := h
    have h00 : k ^ 2 * (0 : ℝ) ^ 2 / 4 < f ^ 2 - k * |c| := by linarith
    have hcont : Continuous fun x : ℝ => k ^ 2 * x ^ 2 / 4 := by fun_prop
    have hnear : ∀ᶠ x in 𝓝 (0 : ℝ), k ^ 2 * x ^ 2 / 4 < f ^ 2 - k * |c| :=
      hcont.continuousAt.eventually_lt continuousAt_const h00
    have hs : ∀ᶠ x in 𝓝[≠] (0 : ℝ), x ≠ 0 := self_mem_nhdsWithin
    -- some small nonzero distortion lowers the energy
    obtain ⟨x, ⟨h1, h2⟩, hx⟩ :=
      (((h'.and hnear).filter_mono nhdsWithin_le_nhds).and hs).exists
    exact not_lt_of_ge h1 ((lowerLevel_lt_origin_iff f c hk hx).2 h2)
  · intro h
    have hle : f ^ 2 ≤ |c| * k := (div_le_iff₀ hk).1 h
    have hall : ∀ x, lowerLevel k f c 0 ≤ lowerLevel k f c x := by
      intro x
      by_contra hlt
      rcases eq_or_ne x 0 with rfl | hx
      · exact hlt le_rfl
      · have h1 := (lowerLevel_lt_origin_iff f c hk hx).1 (not_le.1 hlt)
        nlinarith [sq_nonneg (k * x)]
    exact Eventually.of_forall hall

/-- For positive stiffness and nonzero slope, the lower level never falls below
`-(f² / (2k) + k c² / (2f²))`, and it takes this value exactly where
`x² = f² / k² - c² / f²`. -/
theorem distorted_minima {k f : ℝ} (c x : ℝ) (hk : 0 < k) (hf : f ≠ 0) :
    -(f ^ 2 / (2 * k) + k * c ^ 2 / (2 * f ^ 2)) ≤ lowerLevel k f c x ∧
      (lowerLevel k f c x = -(f ^ 2 / (2 * k) + k * c ^ 2 / (2 * f ^ 2)) ↔
        x ^ 2 = f ^ 2 / k ^ 2 - c ^ 2 / f ^ 2) := by
  have hS : halfGap f c x ^ 2 = (f * x) ^ 2 + c ^ 2 := Real.sq_sqrt (by positivity)
  have hS0 : 0 ≤ halfGap f c x := Real.sqrt_nonneg _
  have hx : x ^ 2 = (halfGap f c x ^ 2 - c ^ 2) / f ^ 2 := by
    rw [eq_div_iff (pow_ne_zero 2 hf), hS]
    ring
  -- complete the square in the half-gap
  have key : lowerLevel k f c x = -(f ^ 2 / (2 * k) + k * c ^ 2 / (2 * f ^ 2)) +
      k / (2 * f ^ 2) * (halfGap f c x - f ^ 2 / k) ^ 2 := by
    unfold lowerLevel
    rw [hx]
    field_simp
    ring
  have hp : 0 < k / (2 * f ^ 2) := by positivity
  rw [key]
  refine ⟨by linarith [mul_nonneg hp.le (sq_nonneg (halfGap f c x - f ^ 2 / k))], ?_, ?_⟩
  · intro h
    have h0 : k / (2 * f ^ 2) * (halfGap f c x - f ^ 2 / k) ^ 2 = 0 := by linarith
    have h1 := (pow_eq_zero_iff two_ne_zero).1 ((mul_eq_zero.1 h0).resolve_left hp.ne')
    rw [hx, sub_eq_zero.1 h1]
    field_simp
  · intro h
    have h2 : halfGap f c x ^ 2 = (f ^ 2 / k) ^ 2 := by
      rw [hS, mul_pow, h, mul_sub, mul_div_cancel₀ _ (pow_ne_zero 2 hf)]
      ring
    rw [(sq_eq_sq₀ hS0 (by positivity)).1 h2]
    ring

end GhostLevelCrossing
```

```lean
#print axioms GhostLevelCrossing.physicalLevel_curvature
-- 'GhostLevelCrossing.physicalLevel_curvature' depends on axioms: [propext, Classical.choice, Quot.sound]
#print axioms GhostLevelCrossing.ghost_induced_curvature
-- 'GhostLevelCrossing.ghost_induced_curvature' depends on axioms: [propext, Classical.choice, Quot.sound]
#print axioms GhostLevelCrossing.origin_isLocalMin_iff
-- 'GhostLevelCrossing.origin_isLocalMin_iff' depends on axioms: [propext, Classical.choice, Quot.sound]
#print axioms GhostLevelCrossing.distorted_minima
-- 'GhostLevelCrossing.distorted_minima' depends on axioms: [propext, Classical.choice, Quot.sound]
```

## From the matrix to the curvature

`eigenvalue_iff` moves E v to the left, so that an eigenvector becomes a null vector of the shifted matrix. `Matrix.exists_mulVec_eq_zero_iff` turns its existence into a vanishing determinant, which is the characteristic equation. `lowerLevel_isLeast` checks that E₋ solves this equation, then uses `Real.abs_le_sqrt` to bound every other solution from below.

`hasDerivAt_elastic` differentiates k x²/2, and `physicalLevel_curvature` uses it to obtain the constant curvature k without the ghost. `hasDerivAt_halfGap` supplies S′, with c ≠ 0 keeping the radicand positive. In `ghost_induced_curvature`, `hd` is the formula for E₋′ and `h0` is S(0) = |c|. The quotient rule gives the second derivative, and the last line clears the denominators in the sign condition.

## From the comparison to the minima

In `lowerLevel_lt_origin_iff`, `Real.lt_sqrt` performs the squaring and `hfac` is the factorised difference.

`origin_isLocalMin_iff` argues by contradiction in one direction: at weak coupling, any neighbourhood of the origin contains a nonzero x with lower energy. In the other direction it shows that no x at all has lower energy, which is more than a local minimum requires.

In `distorted_minima`, `key` is the completed square. The bound follows because the square is non-negative. For the equality case, `sq_eq_sq₀` passes from S² = (f²/k)² to S = f²/k, since both quantities are non-negative.
